# Every stationary vector of a finite birth-death chain with closed ends has zero net flux on each link

Q: You write the master equation for arbitrary jump rates between the levels $0,\dots,N$, and only afterwards specialise to nearest-neighbour jumps. Why not start from the chain?

A: Because the claim is that zero flux follows from stationarity, and I want a definition of stationarity that says nothing about links. Let $w(m,n)$ be the jump rate from level $m$ to level $n$, and $p_n$ the population of level $n$. The master equation is

$$\dot p_n=\sum_{m=0}^{N}\bigl[w(m,n)\,p_m-w(n,m)\,p_n\bigr],$$

and stationary means that the right-hand side vanishes for every $n\le N$. Only the total gain and loss of each level must balance.

```lean
import Mathlib

open Finset

namespace BirthDeathChain

noncomputable section
```

The bracket is the net flux from $m$ to $n$, called `netFlux`.

```lean
/-- Net probability flux from level `m` to level `n`, for jump rates `w m n` from `m` to `n`
and populations `p`. -/
def netFlux (w : ℕ → ℕ → ℝ) (p : ℕ → ℝ) (m n : ℕ) : ℝ :=
  w m n * p m - w n m * p n
```

The sum over $m$ is `masterRHS`, and `IsStationary` sets it to zero at each level.

```lean
/-- Right-hand side of the master equation on the levels `0..N`: gain minus loss of level `n`,
summed over all levels of the system. -/
def masterRHS (N : ℕ) (w : ℕ → ℕ → ℝ) (p : ℕ → ℝ) (n : ℕ) : ℝ :=
  ∑ m ∈ range (N + 1), netFlux w p m n

/-- The populations are stationary when the master equation gives no change at any level
`0..N`. -/
def IsStationary (N : ℕ) (w : ℕ → ℕ → ℝ) (p : ℕ → ℝ) : Prop :=
  ∀ n ≤ N, masterRHS N w p n = 0
```

Q: The rates and populations are functions on all natural numbers. Is your system secretly infinite?

A: No. The sum runs over `range (N + 1)`, which is $0,\dots,N$, and stationarity is required only there. Values beyond $N$ never enter.

Q: Where are the closed ends, then?

A: In that same sum. The chain has up rates $u_n$ for $n\to n+1$ and down rates $d_n$ for $n\to n-1$. A jump from $N$ to $N+1$ would need a partner level that the sum doesn't contain, so $u_N$ plays no role, and neither does $d_0$.

```lean
/-- Jump rates of a birth-death chain: `u m` for the step up from `m`, `d m` for the step down
from `m`, and zero for all other jumps. -/
def chainRate (u d : ℕ → ℝ) (m n : ℕ) : ℝ :=
  if n = m + 1 then u m else if m = n + 1 then d m else 0
```

For the solution I also need the product of rate ratios, $W_n=\prod_{k<n}u_k/d_{k+1}$, with $W_0=1$.

```lean
/-- Product of the ratios of up rate to down rate over the links below level `n`;
the down rates `d 1, ..., d n` are to be nonzero. -/
def weight (u d : ℕ → ℝ) (n : ℕ) : ℝ :=
  ∏ k ∈ range n, u k / d (k + 1)
```

Q: Show me the argument by hand before any more code.

A: Write $J_n=u_np_n-d_{n+1}p_{n+1}$ for the net upward flux on the link from $n$ to $n+1$, where $n<N$. If $N\ge1$, level $0$ has a single link, so its stationarity reads $-J_0=0$. For $0<n<N$ the equation reads $J_{n-1}-J_n=0$. Since $J_0=0$, it follows that $J_1=0$, then $J_2=0$, and so on up to $J_{N-1}=0$. Conversely, if all $J_n$ vanish, every term in every level's balance vanishes. For $N=0$ there are no links, and any $p_0$ is stationary.

Two small facts connect this to the code: reversing the direction changes the sign of a flux, and `netFlux` on a link of the chain is indeed $J_n$.

```lean
/-- The net flux changes sign when its direction is reversed. -/
theorem netFlux_antisymm (w : ℕ → ℕ → ℝ) (p : ℕ → ℝ) (m n : ℕ) :
    netFlux w p m n = -netFlux w p n m := by
  unfold netFlux
  ring

/-- In a birth-death chain the net flux on the link from `n` to `n + 1` is the upward flow minus
the downward flow. -/
theorem netFlux_link (u d p : ℕ → ℝ) (n : ℕ) :
    netFlux (chainRate u d) p n (n + 1) = u n * p n - d (n + 1) * p (n + 1) := by
  have h1 : chainRate u d n (n + 1) = u n := by simp [chainRate]
  have h2 : chainRate u d (n + 1) n = d (n + 1) := by
    have h : ¬ n = n + 1 + 1 := by omega
    simp [chainRate, h]
  rw [netFlux, h1, h2]
```

Q: And the formal version of the climb from the bottom?

A: It is a strong induction on $n$. The auxiliary fact `far` says that levels which aren't neighbours exchange nothing; this includes a level paired with itself. In the balance of level $n$, the induction hypothesis removes the link below and `far` removes all other terms except $m=n+1$. `Finset.sum_eq_single_of_mem` then reduces the sum to that one term. It is the flux from $n+1$ into $n$, so antisymmetry turns it into the upward flux. The converse shows that the sum is zero term by term.

```lean
/-- A vector is stationary for a birth-death chain with closed ends if and only if the net flux
vanishes on every link. -/
theorem stationary_iff_zero_flux (N : ℕ) (u d p : ℕ → ℝ) :
    IsStationary N (chainRate u d) p ↔
      ∀ n < N, netFlux (chainRate u d) p n (n + 1) = 0 := by
  -- levels that are not neighbours exchange nothing
  have far : ∀ m n : ℕ, n ≠ m + 1 → m ≠ n + 1 → netFlux (chainRate u d) p m n = 0 := by
    intro m n h1 h2
    simp [netFlux, chainRate, h1, h2]
  constructor
  · intro hs n
    induction n using Nat.strong_induction_on with
    | _ n ih =>
      intro hn
      -- the link below is already silent, so only the link above contributes
      have hsum : masterRHS N (chainRate u d) p n = netFlux (chainRate u d) p (n + 1) n := by
        unfold masterRHS
        apply Finset.sum_eq_single_of_mem (n + 1) (Finset.mem_range.mpr (by omega))
        intro m _ hm
        by_cases h : n = m + 1
        · subst h
          exact ih m (by omega) (by omega)
        · exact far m n h hm
      rw [netFlux_antisymm, ← hsum, hs n (by omega), neg_zero]
  · intro h n hn
    unfold masterRHS
    apply Finset.sum_eq_zero
    intro m hm
    have hm' := Finset.mem_range.mp hm
    by_cases h1 : n = m + 1
    · subst h1
      exact h m (by omega)
    · by_cases h2 : m = n + 1
      · subst h2
        rw [netFlux_antisymm, h n (by omega), neg_zero]
      · exact far m n h1 h2
```

Q: I see no positivity assumption on the rates.

A: None is needed here: the equivalence is algebraic and holds for all real $u$, $d$ and $p$. Physical rates and populations are a special case.

Q: Could you have modelled the chain more directly?

A: Yes, by defining the right-hand side as $J_{n-1}-J_n$, with $J_{-1}=J_N=0$ imposed at the ends. The induction would be shorter, with no distant pairs to dispose of. But the closed ends would then be a separate stipulation, and a system with another connectivity would need its own master equation. With general $w$, one definition serves both the chain and the ring that comes at the end.

Q: Now the product formula.

A: Zero flux means $d_{n+1}p_{n+1}=u_np_n$. If $d_{n+1}\ne0$, this gives $p_{n+1}=(u_n/d_{n+1})\,p_n$, and iterating from level $0$ yields

$$p_n=p_0\prod_{k<n}\frac{u_k}{d_{k+1}}=p_0W_n .$$

In the other direction, the weights satisfy $d_{n+1}W_{n+1}=u_nW_n$, so any vector $p_0W_n$ has zero flux on every link. That identity is a lemma.

```lean
/-- If the down rate from level `n + 1` is nonzero, the weights of levels `n` and `n + 1` balance
the upward and downward flows between them. -/
theorem weight_balance (u d : ℕ → ℝ) (n : ℕ) (hd : d (n + 1) ≠ 0) :
    d (n + 1) * weight u d (n + 1) = u n * weight u d n := by
  have h : d (n + 1) * (u n / d (n + 1)) = u n := by field_simp
  simp only [weight, Finset.prod_range_succ]
  linear_combination (∏ k ∈ range n, u k / d (k + 1)) * h
```

The theorem replaces stationarity by zero flux and then follows the recursion. In the induction step, `mul_left_cancel₀` cancels the factor $d_{n+1}$, and `linear_combination` combines the flux equation, the induction hypothesis and the weight identity.

```lean
/-- For nonzero down rates, a vector is stationary if and only if each population is that of
level `0` times the product of the rate ratios `u k / d (k + 1)` over the links below. -/
theorem stationary_iff_product (N : ℕ) (u d p : ℕ → ℝ) (hd : ∀ n < N, d (n + 1) ≠ 0) :
    IsStationary N (chainRate u d) p ↔
      ∀ n ≤ N, p n = p 0 * ∏ k ∈ range n, u k / d (k + 1) := by
  change _ ↔ ∀ n ≤ N, p n = p 0 * weight u d n
  rw [stationary_iff_zero_flux]
  constructor
  · intro h n
    induction n with
    | zero => intro _; simp [weight]
    | succ n ih =>
      intro hn
      have hf := h n (by omega)
      rw [netFlux_link] at hf
      have hw := weight_balance u d n (hd n (by omega))
      have hp := ih (by omega)
      apply mul_left_cancel₀ (hd n (by omega))
      linear_combination -hf + u n * hp - p 0 * hw
  · intro h n hn
    have hw := weight_balance u d n (hd n hn)
    have h1 := h n (by omega)
    have h2 := h (n + 1) (by omega)
    rw [netFlux_link]
    linear_combination u n * h1 - d (n + 1) * h2 - p 0 * hw
```

Q: What if one of the down rates is zero?

A: The zero-flux theorem still applies, but the link equation becomes $u_np_n=0$ and no longer determines $p_{n+1}$. The hypothesis `hd` excludes this for the links inside the chain.

Q: A physicist wants probabilities, not a vector up to a factor.

A: Then signs matter. Let $u_n\ge0$ and $d_{n+1}>0$ for $n<N$. All weights are nonnegative and $W_0=1$, so $Z=\sum_{m=0}^{N}W_m$ is positive. Summing $p_n=p_0W_n$ over the levels and setting the total to one gives $p_0Z=1$, hence $p_n=W_n/Z$. Conversely, $W_n/Z$ has total one and the product form, so it is stationary. On the levels $0,\dots,N$ there is exactly one normalised stationary vector, and it is nonnegative.

```lean
/-- For nonnegative up rates and positive down rates, the stationary vector with total population
one is given on `0..N` by the weights divided by their sum. -/
theorem normalized_stationary_iff (N : ℕ) (u d p : ℕ → ℝ)
    (hu : ∀ n < N, 0 ≤ u n) (hd : ∀ n < N, 0 < d (n + 1)) :
    (IsStationary N (chainRate u d) p ∧ ∑ n ∈ range (N + 1), p n = 1) ↔
      ∀ n ≤ N, p n = weight u d n / ∑ m ∈ range (N + 1), weight u d m := by
  have w0 : weight u d 0 = 1 := by simp [weight]
  have hZ : 0 < ∑ m ∈ range (N + 1), weight u d m := by
    apply Finset.sum_pos'
    · intro m hm
      have hm' := Finset.mem_range.mp hm
      apply Finset.prod_nonneg
      intro k hk
      have hk' := Finset.mem_range.mp hk
      exact div_nonneg (hu k (by omega)) (hd k (by omega)).le
    · exact ⟨0, Finset.mem_range.mpr (by omega), by rw [w0]; exact one_pos⟩
  rw [stationary_iff_product N u d p (fun n hn => (hd n hn).ne')]
  change ((∀ n ≤ N, p n = p 0 * weight u d n) ∧ _) ↔ _
  constructor
  · rintro ⟨hp, hs⟩ n hn
    -- normalisation fixes the population of level 0
    have h0 : p 0 * ∑ m ∈ range (N + 1), weight u d m = 1 := by
      rw [Finset.mul_sum, ← hs]
      exact Finset.sum_congr rfl fun m hm =>
        (hp m (by have := Finset.mem_range.mp hm; omega)).symm
    rw [eq_div_iff hZ.ne']
    linear_combination (∑ m ∈ range (N + 1), weight u d m) * hp n hn + weight u d n * h0
  · intro h
    constructor
    · intro n hn
      rw [h n hn, h 0 (Nat.zero_le N), w0]
      ring
    · rw [Finset.sum_congr rfl fun m hm =>
        h m (by have := Finset.mem_range.mp hm; omega), ← Finset.sum_div, div_self hZ.ne']
```

In the proof, `hZ` is the positivity of $Z$ and `h0` is the equation $p_0Z=1$.

Q: Where does temperature come in?

A: Through an assumption on the rates. Give level $n$ the energy $E_n$ and require

$$u_n=d_{n+1}\,e^{-\beta(E_{n+1}-E_n)} .$$

This stands for contact with a single heat bath at inverse temperature $\beta$, with each level counted as one state. The energy differences in the product telescope, so $W_n=e^{-\beta(E_n-E_0)}$ and $p_n=p_0\,e^{-\beta(E_n-E_0)}$.

Q: So you put Boltzmann in and get Boltzmann out.

A: The factor goes in as a ratio of rates, one link at a time. What comes out is a statement about populations, and it relies on the absence of flux. The rate condition itself is postulated, not derived from a model of the bath. The proof finds the weights by induction, using the weight identity and `Real.exp_add`, and then applies the product formula.

```lean
/-- If the down rates are nonzero and each up rate is the reverse down rate times the Boltzmann
factor of the energy step, stationary populations follow the Boltzmann law. -/
theorem stationary_boltzmann (N : ℕ) (u d p E : ℕ → ℝ) (β : ℝ)
    (hd : ∀ n < N, d (n + 1) ≠ 0)
    (hu : ∀ n < N, u n = d (n + 1) * Real.exp (-β * (E (n + 1) - E n)))
    (hs : IsStationary N (chainRate u d) p) :
    ∀ n ≤ N, p n = p 0 * Real.exp (-β * (E n - E 0)) := by
  have hw : ∀ n ≤ N, weight u d n = Real.exp (-β * (E n - E 0)) := by
    intro n
    induction n with
    | zero => intro _; simp [weight]
    | succ n ih =>
      intro hn
      apply mul_left_cancel₀ (hd n (by omega))
      rw [weight_balance u d n (hd n (by omega)), ih (by omega), hu n (by omega),
        mul_assoc, ← Real.exp_add]
      congr 2
      ring
  intro n hn
  rw [← hw n hn]
  exact (stationary_iff_product N u d p hd).mp hs n hn
```

Q: Isn't zero flux simply what stationary means?

A: No, and three levels are enough to see it. Let the jumps $0\to1$, $1\to2$ and $2\to0$ have unit rate, with no reverse jumps. With equal populations, each level gains as much as it loses, so the vector is stationary. Yet a current circulates. The code uses populations $(1,1,1)$, for which the flux from $0$ to $1$ is $1$; for probabilities $1/3$ each, it is $1/3$. The chain argument fails at its first step, because level $0$ now has two links and its balance only makes their fluxes equal. In Lean, the three-term sums are written out and evaluated for each level.

```lean
/-- On a ring of three levels with unit jump rates in one direction only, the vector with population
one at each level is stationary although the net flux from level `0` to level `1` is one. -/
theorem ring_stationary_with_flux :
    IsStationary 2 (fun m n => if n = (m + 1) % 3 then 1 else 0) (fun _ => 1) ∧
      netFlux (fun m n => if n = (m + 1) % 3 then 1 else 0) (fun _ => 1) 0 1 = 1 := by
  constructor
  · intro n hn
    -- write out the three terms of the sum before evaluating the rates
    simp only [masterRHS, netFlux, Finset.sum_range_succ, Finset.sum_range_zero]
    interval_cases n <;> norm_num
  · norm_num [netFlux]

end

end BirthDeathChain
```

Q: What does this leave open, and where would I meet it?

A: The theorems concern stationary vectors of a finite chain with time-independent rates. They don't treat relaxation towards the stationary state, an unbounded ladder, or ends that exchange particles with reservoirs. Within those limits, and with the sign conditions of the normalised theorem, $W_n/Z$ is a reference for a kinetic Monte Carlo simulation of a finite ladder with nearest-neighbour jumps. In a long run, the quantity to compare with it is the fraction of simulated time spent at each level, not the fraction of visits.

```lean
#print axioms BirthDeathChain.stationary_iff_zero_flux
-- 'BirthDeathChain.stationary_iff_zero_flux' depends on axioms: [propext, Classical.choice, Quot.sound]
#print axioms BirthDeathChain.normalized_stationary_iff
-- 'BirthDeathChain.normalized_stationary_iff' depends on axioms: [propext, Classical.choice, Quot.sound]
#print axioms BirthDeathChain.stationary_boltzmann
-- 'BirthDeathChain.stationary_boltzmann' depends on axioms: [propext, Classical.choice, Quot.sound]
#print axioms BirthDeathChain.ring_stationary_with_flux
-- 'BirthDeathChain.ring_stationary_with_flux' depends on axioms: [propext, Classical.choice, Quot.sound]
```
